# Spin-$n/2$ rotation matrices about one axis, from a half-angle substitution in polynomials

Q: You represent a state of spin $n/2$ by a homogeneous polynomial of degree $n$ in two variables $x$ and $y$. Where is the spin?

A: Read $x$ as "up" and $y$ as "down" for a spin 1/2. Then $x^p y^{n-p}$ is the symmetric state of $n$ such spins with $p$ of them up, so its magnetic quantum number is $p - n/2$, and $p = 0,\dots,n$ gives the $n+1$ levels. A rotation by $\beta$ generated by $J_y$, in the usual phase convention, acts on each spin 1/2 through the half angle. With $c=\cos(\beta/2)$ and $s=\sin(\beta/2)$,
$$x\to cx+sy,\qquad y\to -sx+cy .$$
The file takes this substitution as its definition of the rotation; neither $J_y$ nor an exponential occurs in it. Everything is real, so real matrices suffice.

```lean
import Mathlib

open Polynomial Matrix

namespace SpinRotation

noncomputable section
```

Q: What is the matrix element, before any normalisation?

A: Apply the substitution to $x^a y^{n-a}$ and use the binomial theorem twice:
$$(cx+sy)^a=\sum_k\binom ak c^k s^{a-k}x^k y^{a-k},$$
$$(-sx+cy)^{n-a}=\sum_l\binom{n-a}{l}(-1)^l s^l c^{n-a-l}x^l y^{n-a-l}.$$
The power $x^p$ needs $l=p-k$, so its coefficient is
$$R_{pa}(c,s)=\sum_k\binom ak\binom{n-a}{p-k}(-1)^{p-k}c^{\,n-a-p+2k}s^{\,a+p-2k}.$$
This is `rotCoeff n c s p a`. Its arguments `c` and `s` are arbitrary reals, with no condition $c^2+s^2=1$. Subtraction of natural numbers stops at zero in Lean, but an exponent here could be affected only where a binomial coefficient already vanishes.

```lean
/-- The sum over `k` for the coefficient of `x^p y^(n-p)` after the substitution
`x → c x + s y`, `y → -s x + c y` in `x^a y^(n-a)`, for `a, p ≤ n`. -/
def rotCoeff (n : ℕ) (c s : ℝ) (p a : ℕ) : ℝ :=
  ∑ k ∈ Finset.range (p + 1), (a.choose k : ℝ) * ((n - a).choose (p - k) : ℝ) *
    (-1) ^ (p - k) * c ^ (n + 2 * k - a - p) * s ^ (a + p - 2 * k)
```

Q: Monomials are not normalised states. Who fixes their length?

A: A chosen weight does. The squared norm of $x^p y^{n-p}$ is taken to be $w_p=p!\,(n-p)!$, as for $p$ quanta in one oscillator mode and $n-p$ in another.

```lean
/-- The squared normalisation `p! (n-p)!` of the monomial `x^p y^(n-p)`, for `p ≤ n`. -/
def weight (n p : ℕ) : ℝ := (p.factorial : ℝ) * ((n - p).factorial : ℝ)
```

The normalised states are $e_a=x^a y^{n-a}/\sqrt{w_a}$. The image of $e_a$ is $\sum_p R_{pa}\sqrt{w_p/w_a}\;e_p$, hence
$$d_{pa}(\beta)=\sqrt{w_p/w_a}\;R_{pa}(\cos(\beta/2),\sin(\beta/2)).$$
Column $a$ holds the rotated state. The index type `Fin (n + 1)` runs over $0,\dots,n$.

```lean
/-- The rotation matrix `d(β)` of spin `n/2`: the substitution by the half angle `β/2`,
written in normalised monomials, with row `p` and column `a`. -/
def wignerD (n : ℕ) (β : ℝ) : Matrix (Fin (n + 1)) (Fin (n + 1)) ℝ :=
  Matrix.of fun p a => √(weight n p / weight n a) *
    rotCoeff n (Real.cos (β / 2)) (Real.sin (β / 2)) p a
```

Q: Does the file prove that the sum is the coefficient, or merely call it that?

A: It proves it. The first lemma is the binomial theorem for $(uX+v)^m$, read off at $X^k$.

```lean
/-- The binomial theorem, read as the coefficient of `X^k` in `(u X + v)^m`. -/
theorem coeff_linear_pow (u v : ℝ) (m k : ℕ) :
    ((C u * X + C v) ^ m).coeff k = (m.choose k : ℝ) * u ^ k * v ^ (m - k) := by
  have term : ∀ i, ((C u * X) ^ i * (C v) ^ (m - i) * ((m.choose i : ℕ) : ℝ[X])).coeff k =
      if k = i then (m.choose i : ℝ) * u ^ i * v ^ (m - i) else 0 := by
    intro i
    have e : (C u * X) ^ i * (C v) ^ (m - i) * ((m.choose i : ℕ) : ℝ[X]) =
        C ((m.choose i : ℝ) * u ^ i * v ^ (m - i)) * X ^ i := by
      simp only [map_mul, map_pow, map_natCast, mul_pow]
      ring
    rw [e, coeff_C_mul_X_pow]
  rw [add_pow, Polynomial.finsetSum_coeff]
  simp only [term, Finset.sum_ite_eq, Finset.mem_range]
  split_ifs with h
  · rfl
  · rw [Nat.choose_eq_zero_of_lt (show m < k by omega)]
    simp
```

The expansion then holds for all real $x,y$ when $a\le n$. The proof attaches an auxiliary variable `X` to every factor of $x$, multiplies the two powers with `coeff_mul`, and evaluates at $X=1$. The equations `e1` to `e5` collect the exponents as I did above.

```lean
/-- Substituting `x → c x + s y`, `y → -s x + c y` in `x^a y^(n-a)`, with `a ≤ n`, gives the
homogeneous polynomial whose coefficients are `rotCoeff`. -/
theorem substitution_expansion (n : ℕ) (c s x y : ℝ) {a : ℕ} (ha : a ≤ n) :
    (c * x + s * y) ^ a * (-s * x + c * y) ^ (n - a) =
      ∑ p ∈ Finset.range (n + 1), rotCoeff n c s p a * x ^ p * y ^ (n - p) := by
  -- an auxiliary variable counts the factors of x
  let P : ℝ[X] := (C (c * x) * X + C (s * y)) ^ a * (C (-s * x) * X + C (c * y)) ^ (n - a)
  have hle : P.natDegree ≤ a * 1 + (n - a) * 1 :=
    natDegree_mul_le_of_le (natDegree_pow_le_of_le a natDegree_linear_le)
      (natDegree_pow_le_of_le (n - a) natDegree_linear_le)
  have hdeg : P.natDegree < n + 1 := by omega
  have hev : P.eval 1 = (c * x + s * y) ^ a * (-s * x + c * y) ^ (n - a) := by
    simp [P]
  rw [← hev, eval_eq_sum_range' hdeg]
  refine Finset.sum_congr rfl fun p hp => ?_
  have hpn := Finset.mem_range.mp hp
  rw [one_pow, mul_one, coeff_mul, Finset.Nat.sum_antidiagonal_eq_sum_range_succ_mk]
  simp only [coeff_linear_pow]
  rw [rotCoeff, Finset.sum_mul, Finset.sum_mul]
  refine Finset.sum_congr rfl fun k hk => ?_
  have hkp := Finset.mem_range.mp hk
  by_cases h1 : a < k
  · simp [Nat.choose_eq_zero_of_lt h1]
  by_cases h2 : n - a < p - k
  · simp [Nat.choose_eq_zero_of_lt h2]
  have e1 : n + 2 * k - a - p = k + (n - a - (p - k)) := by omega
  have e2 : a + p - 2 * k = (a - k) + (p - k) := by omega
  have e3 : x ^ p = x ^ k * x ^ (p - k) := by
    rw [← pow_add]; congr 1; omega
  have e4 : y ^ (n - p) = y ^ (a - k) * y ^ (n - a - (p - k)) := by
    rw [← pow_add]; congr 1; omega
  have e5 : (-s * x) ^ (p - k) = (-1) ^ (p - k) * s ^ (p - k) * x ^ (p - k) := by
    rw [← mul_pow, ← mul_pow, neg_one_mul]
  rw [e1, e2, e3, e4, e5, pow_add, pow_add, mul_pow, mul_pow, mul_pow]
  ring
```

Uniqueness completes the argument. If two such sums agree for all $x,y$, set $y=1$: two polynomials in $x$ with equal values everywhere have equal coefficients.

```lean
/-- Two homogeneous polynomials of degree `n` that agree for all real `x, y` have the same
coefficients. -/
theorem coeff_unique (n : ℕ) (u v : ℕ → ℝ)
    (h : ∀ x y : ℝ, ∑ p ∈ Finset.range (n + 1), u p * x ^ p * y ^ (n - p) =
      ∑ p ∈ Finset.range (n + 1), v p * x ^ p * y ^ (n - p))
    {p : ℕ} (hp : p ≤ n) : u p = v p := by
  have e : ∑ i ∈ Finset.range (n + 1), C (u i) * X ^ i =
      ∑ i ∈ Finset.range (n + 1), C (v i) * X ^ i :=
    Polynomial.funext fun x => by simpa [Polynomial.eval_finsetSum] using h x 1
  have hp' : p < n + 1 := by omega
  have e' := congrArg (fun q => q.coeff p) e
  simpa only [Polynomial.finsetSum_coeff, coeff_C_mul_X_pow, Finset.sum_ite_eq, Finset.mem_range,
    hp', if_true] using e'
```

Q: Successive rotations about one axis should add their angles. Is that an input?

A: No, it follows. Expand the second substitution in the variables $u=c_1x+s_1y$ and $v=-s_1x+c_1y$:
$$\sum_q R_{qa}(c_2,s_2)\,u^q v^{n-q}=(c_2u+s_2v)^a(-s_2u+c_2v)^{n-a}.$$
Inserting $u$ and $v$ gives
$$c_2u+s_2v=(c_1c_2-s_1s_2)x+(s_1c_2+c_1s_2)y,$$
$$-s_2u+c_2v=-(s_1c_2+c_1s_2)x+(c_1c_2-s_1s_2)y.$$
This is again a substitution of the same form. Expanding $u^qv^{n-q}$ on the left and comparing coefficients of $x^py^{n-p}$ yields
$$\sum_q R_{pq}(c_1,s_1)R_{qa}(c_2,s_2)=R_{pa}(c_1c_2-s_1s_2,\;s_1c_2+c_1s_2).$$
The `calc` block follows these lines, and `coeff_unique` makes the comparison.

```lean
/-- Two successive substitutions multiply their coefficient matrices, and `c`, `s` combine as
cosine and sine of a sum do. -/
theorem rotCoeff_comp (n : ℕ) (c₁ s₁ c₂ s₂ : ℝ) {p a : ℕ} (hp : p ≤ n) (ha : a ≤ n) :
    ∑ q ∈ Finset.range (n + 1), rotCoeff n c₁ s₁ p q * rotCoeff n c₂ s₂ q a =
      rotCoeff n (c₁ * c₂ - s₁ * s₂) (s₁ * c₂ + c₁ * s₂) p a := by
  refine coeff_unique n
    (fun p => ∑ q ∈ Finset.range (n + 1), rotCoeff n c₁ s₁ p q * rotCoeff n c₂ s₂ q a)
    (fun p => rotCoeff n (c₁ * c₂ - s₁ * s₂) (s₁ * c₂ + c₁ * s₂) p a) (fun x y => ?_) hp
  calc ∑ p ∈ Finset.range (n + 1), (∑ q ∈ Finset.range (n + 1),
        rotCoeff n c₁ s₁ p q * rotCoeff n c₂ s₂ q a) * x ^ p * y ^ (n - p)
      = ∑ q ∈ Finset.range (n + 1), rotCoeff n c₂ s₂ q a *
          (c₁ * x + s₁ * y) ^ q * (-s₁ * x + c₁ * y) ^ (n - q) := by
        simp only [Finset.sum_mul]
        rw [Finset.sum_comm]
        refine Finset.sum_congr rfl fun q hq => ?_
        have hqn : q ≤ n := by have := Finset.mem_range.mp hq; omega
        rw [mul_assoc, substitution_expansion n c₁ s₁ x y hqn, Finset.mul_sum]
        exact Finset.sum_congr rfl fun p _ => by ring
    _ = (c₂ * (c₁ * x + s₁ * y) + s₂ * (-s₁ * x + c₁ * y)) ^ a *
          (-s₂ * (c₁ * x + s₁ * y) + c₂ * (-s₁ * x + c₁ * y)) ^ (n - a) :=
        (substitution_expansion n c₂ s₂ _ _ ha).symm
    _ = ∑ p ∈ Finset.range (n + 1),
          rotCoeff n (c₁ * c₂ - s₁ * s₂) (s₁ * c₂ + c₁ * s₂) p a * x ^ p * y ^ (n - p) := by
        rw [← substitution_expansion n _ _ x y ha,
          show c₂ * (c₁ * x + s₁ * y) + s₂ * (-s₁ * x + c₁ * y) =
            (c₁ * c₂ - s₁ * s₂) * x + (s₁ * c₂ + c₁ * s₂) * y by ring,
          show -s₂ * (c₁ * x + s₁ * y) + c₂ * (-s₁ * x + c₁ * y) =
            -(s₁ * c₂ + c₁ * s₂) * x + (c₁ * c₂ - s₁ * s₂) * y by ring]
```

Q: And the inverse rotation? I expect the transpose.

A: That rests on a symmetry of each term. Put $i=a-k$, $j=p-k$ and $l=n-k-i-j$. Where the binomials do not vanish,
$$w_p\binom ak\binom{n-a}{p-k}=\frac{w_p\,w_a}{k!\,i!\,j!\,l!},$$
which is unchanged when $p$ and $a$ are exchanged, that is, when $i$ and $j$ are. The remaining factor is $(-1)^j c^{k+l}s^{i+j}$. Exchange $i$ and $j$ and replace $s$ by $-s$: since $(-1)^i(-s)^{i+j}=(-1)^js^{i+j}$, it is unchanged too. Therefore
$$w_pR_{pa}(c,s)=w_aR_{ap}(c,-s).$$
In the proof, `trunc` gives both sums the same range of $k$, `hN` is the factorial identity and `hs` the sign identity.

```lean
/-- Weighted by `p! (n-p)!`, the coefficients are unchanged when the two monomials are exchanged
and `s` changes sign. -/
theorem rotCoeff_symm (n : ℕ) (c s : ℝ) {p a : ℕ} (hp : p ≤ n) (ha : a ≤ n) :
    weight n p * rotCoeff n c s p a = weight n a * rotCoeff n c (-s) a p := by
  have trunc : ∀ (t : ℝ) (p a : ℕ), rotCoeff n c t p a =
      ∑ k ∈ Finset.range (min a p + 1), (a.choose k : ℝ) * ((n - a).choose (p - k) : ℝ) *
        (-1) ^ (p - k) * c ^ (n + 2 * k - a - p) * t ^ (a + p - 2 * k) := by
    intro t p a
    symm
    unfold rotCoeff
    apply Finset.sum_subset
    · intro k hk
      simp only [Finset.mem_range] at *
      omega
    · intro k hk hk'
      simp only [Finset.mem_range] at hk hk'
      rw [Nat.choose_eq_zero_of_lt (show a < k by omega)]
      simp
  rw [trunc s p a, trunc (-s) a p, min_comm p a, Finset.mul_sum, Finset.mul_sum]
  refine Finset.sum_congr rfl fun k hk => ?_
  have hk' := Finset.mem_range.mp hk
  by_cases h : n - a < p - k
  · rw [Nat.choose_eq_zero_of_lt h, Nat.choose_eq_zero_of_lt (show n - p < a - k by omega)]
    simp
  clear trunc hk
  obtain ⟨i, rfl⟩ : ∃ i, a = k + i := ⟨a - k, by omega⟩
  obtain ⟨j, rfl⟩ : ∃ j, p = k + j := ⟨p - k, by omega⟩
  obtain ⟨l, rfl⟩ : ∃ l, n = k + i + j + l := ⟨n - (k + i + j), by omega⟩
  have F : ∀ u v : ℕ, ((u + v).choose u : ℝ) * (u.factorial : ℝ) * (v.factorial : ℝ) =
      ((u + v).factorial : ℝ) := by
    intro u v
    have h := Nat.choose_mul_factorial_mul_factorial (Nat.le_add_right u v)
    rw [Nat.add_sub_cancel_left] at h
    exact_mod_cast h
  -- both sides carry the same product of factorials
  have hN : ((k + j).factorial : ℝ) * ((i + l).factorial : ℝ) *
      (((k + i).choose k : ℝ) * ((j + l).choose j : ℝ)) =
      ((k + i).factorial : ℝ) * ((j + l).factorial : ℝ) *
      (((k + j).choose k : ℝ) * ((i + l).choose i : ℝ)) := by
    rw [← F k j, ← F i l, ← F k i, ← F j l]
    ring
  have hs : (-1 : ℝ) ^ i * (-s) ^ (i + j) = (-1) ^ j * s ^ (i + j) := by
    have h1 : (-1 : ℝ) ^ i * (-1) ^ i = 1 := by rw [← mul_pow]; norm_num
    rw [neg_pow s (i + j), pow_add (-1 : ℝ) i j]
    linear_combination (-1) ^ j * s ^ (i + j) * h1
  rw [weight, weight, show k + i + j + l - (k + i) = j + l by omega,
    show k + i + j + l - (k + j) = i + l by omega,
    show k + j - k = j by omega, show k + i - k = i by omega,
    show k + i + (k + j) - 2 * k = i + j by omega,
    show k + j + (k + i) - 2 * k = i + j by omega,
    show k + i + j + l + 2 * k - (k + i) - (k + j) = k + l by omega,
    show k + i + j + l + 2 * k - (k + j) - (k + i) = k + l by omega]
  linear_combination ((-1) ^ j * c ^ (k + l) * s ^ (i + j)) * hN -
    (((k + i).factorial : ℝ) * ((j + l).factorial : ℝ) *
      (((k + j).choose k : ℝ) * ((i + l).choose i : ℝ)) * c ^ (k + l)) * hs
```

Now the normalised matrices. In the product, $\sqrt{w_p/w_q}\sqrt{w_q/w_a}=\sqrt{w_p/w_a}$, so the intermediate weight cancels. The addition formulas for cosine and sine then turn the composition rule into $d(\beta_1)d(\beta_2)=d(\beta_1+\beta_2)$.

```lean
/-- Successive rotations about the same axis add their angles: `d(β₁) d(β₂) = d(β₁ + β₂)`. -/
theorem wignerD_mul (n : ℕ) (β₁ β₂ : ℝ) :
    wignerD n β₁ * wignerD n β₂ = wignerD n (β₁ + β₂) := by
  have w : ∀ q, 0 < weight n q := fun q => by unfold weight; positivity
  ext p a
  -- the normalisation of the intermediate monomial cancels
  have hs : ∀ q : ℕ, √(weight n p / weight n q) * √(weight n q / weight n a) =
      √(weight n p / weight n a) := by
    intro q
    have hq := (w q).ne'
    have ha := (w a).ne'
    rw [← Real.sqrt_mul (div_pos (w p) (w q)).le]
    congr 1
    field_simp
  rw [Matrix.mul_apply]
  simp only [wignerD, Matrix.of_apply]
  rw [show (β₁ + β₂) / 2 = β₁ / 2 + β₂ / 2 by ring, Real.cos_add, Real.sin_add,
    ← rotCoeff_comp n _ _ _ _ (Nat.lt_succ_iff.mp p.isLt) (Nat.lt_succ_iff.mp a.isLt),
    Finset.sum_range, Finset.mul_sum]
  refine Finset.sum_congr rfl fun q _ => ?_
  rw [← hs q]
  ring
```

Dividing the symmetry relation by $\sqrt{w_pw_a}$ gives $d_{pa}(\beta)=d_{ap}(-\beta)$, because the cosine is even and the sine odd. The Lean proof clears the square roots and closes with `linear_combination`.

```lean
/-- The transposed rotation matrix is the matrix of the opposite rotation: `d(β)ᵀ = d(-β)`. -/
theorem wignerD_transpose (n : ℕ) (β : ℝ) : (wignerD n β)ᵀ = wignerD n (-β) := by
  have w : ∀ q, 0 < weight n q := fun q => by unfold weight; positivity
  ext p a
  have h := rotCoeff_symm n (Real.cos (β / 2)) (Real.sin (β / 2))
    (Nat.lt_succ_iff.mp a.isLt) (Nat.lt_succ_iff.mp p.isLt)
  simp only [Matrix.transpose_apply, wignerD, Matrix.of_apply]
  rw [neg_div, Real.cos_neg, Real.sin_neg, Real.sqrt_div (w a).le, Real.sqrt_div (w p).le,
    div_mul_eq_mul_div, div_mul_eq_mul_div,
    div_eq_div_iff (Real.sqrt_pos.mpr (w p)).ne' (Real.sqrt_pos.mpr (w a)).ne']
  linear_combination h +
    rotCoeff n (Real.cos (β / 2)) (Real.sin (β / 2)) a p * Real.mul_self_sqrt (w a).le -
    rotCoeff n (Real.cos (β / 2)) (-Real.sin (β / 2)) p a * Real.mul_self_sqrt (w p).le
```

Q: Would this matrix notice the difference between integer and half-integer spin?

A: Yes. After $m$ full turns, with $m$ a natural number, $\beta/2=m\pi$, so $s=0$ and $c=(-1)^m$. Each monomial is multiplied by $c^n=(-1)^{mn}$, and $d(2\pi m)=(-1)^{mn}\,\mathbb 1$. For odd $n$, one turn reverses the sign of the state. The local lemma `diag` is the case $s=0$.

```lean
/-- After `m` full turns the matrix of spin `n/2` is `(-1)^(m n)` times the identity. -/
theorem wignerD_full_turns (n m : ℕ) :
    wignerD n (2 * Real.pi * m) = ((-1 : ℝ) ^ (m * n)) • 1 := by
  have w : ∀ q, 0 < weight n q := fun q => by unfold weight; positivity
  -- without mixing (s = 0) every monomial is only multiplied by c^n
  have diag : ∀ (c : ℝ) (p a : ℕ), p ≤ n → a ≤ n →
      rotCoeff n c 0 p a = if p = a then c ^ n else 0 := by
    intro c p a hp ha
    refine coeff_unique n (fun p => rotCoeff n c 0 p a)
      (fun p => if p = a then c ^ n else 0) (fun x y => ?_) hp
    refine (substitution_expansion n c 0 x y ha).symm.trans ?_
    have ha' : a < n + 1 := by omega
    have e : c ^ n = c ^ a * c ^ (n - a) := by rw [← pow_add, Nat.add_sub_cancel' ha]
    simp only [ite_mul, zero_mul, neg_zero, add_zero, zero_add, Finset.sum_ite_eq',
      Finset.mem_range, ha', if_true]
    rw [e, mul_pow, mul_pow]
    ring
  ext p a
  rw [Matrix.smul_apply, Matrix.one_apply]
  simp only [wignerD, Matrix.of_apply]
  rw [show 2 * Real.pi * (m : ℝ) / 2 = m * Real.pi by ring, Real.sin_nat_mul_pi,
    Real.cos_nat_mul_pi, diag _ _ _ (Nat.lt_succ_iff.mp p.isLt) (Nat.lt_succ_iff.mp a.isLt),
    ← pow_mul]
  by_cases hpa : p = a
  · rw [hpa, div_self (w a).ne']
    simp
  · have hv : (p : ℕ) ≠ (a : ℕ) := fun h => hpa (Fin.ext h)
    rw [if_neg hv, if_neg hpa]
    simp
```

Taking $m=0$ gives $d(0)=\mathbb 1$, and so $d(\beta)^{\mathsf T}d(\beta)=d(-\beta)d(\beta)=\mathbb 1$. Norms are preserved, as they must be for a rotation of quantum states.

```lean
/-- The rotation matrix is orthogonal: `d(β)ᵀ d(β) = 1`. -/
theorem wignerD_orthogonal (n : ℕ) (β : ℝ) : (wignerD n β)ᵀ * wignerD n β = 1 := by
  have h := wignerD_full_turns n 0
  rw [wignerD_transpose, wignerD_mul, neg_add_cancel]
  simpa using h
```

Q: Show me the smallest cases, so that I can check your signs.

A: For $n=0$ the matrix is the single number 1. For $n=1$ the index order is $p=0,1$, which means down, then up:
$$d(\beta)=\begin{pmatrix}\cos(\beta/2)&\sin(\beta/2)\\-\sin(\beta/2)&\cos(\beta/2)\end{pmatrix}.$$
Textbooks usually list up first. Reversing both rows and columns moves the minus sign to the upper right, which is the familiar form.

```lean
/-- For spin 1/2, in the order `y, x`, the matrix is the plane rotation by the half angle. -/
theorem wignerD_spin_half (β : ℝ) :
    wignerD 1 β = !![Real.cos (β / 2), Real.sin (β / 2);
      -Real.sin (β / 2), Real.cos (β / 2)] := by
  ext i j
  fin_cases i <;> fin_cases j <;>
    simp [wignerD, weight, rotCoeff, Finset.sum_range_succ]

end

end SpinRotation
```

Q: Where would I meet this in a program?

A: When the quantisation axis of a spin $n/2$ is tilted by $\beta$ about the $y$ axis, $d(\beta)$ takes the amplitudes referred to the tilted axis to those referred to the original axis, and its transpose takes them back. A general rotation also needs diagonal phase factors for turns about $z$, which the file does not treat. Code that evaluates the sum can run $k$ from $\max(0,a+p-n)$ to $\min(a,p)$, where both binomials are nonzero. At large $n$ the alternating terms can be much larger than their sum, and floating-point evaluation then loses digits. If the computed $d(\beta)^{\mathsf T}d(\beta)-\mathbb 1$ is well above rounding level, the matrix is inaccurate. A small value does not show that entries close to zero have kept their significant digits.

```lean
#print axioms SpinRotation.wignerD_orthogonal
#print axioms SpinRotation.wignerD_spin_half
```

```
'SpinRotation.wignerD_orthogonal' depends on axioms: [propext, Classical.choice, Quot.sound]
'SpinRotation.wignerD_spin_half' depends on axioms: [propext, Classical.choice, Quot.sound]
```
